# Closed-form unitary rotations for anti-Hermitian generators with K³ = −K

Let $K$ be an element of a real star-algebra with $K^\dagger=-K$ and $K^3=-K$. Then, for every real angle $a$,

$$R(a)=1+\sin(a)\,K+(1-\cos a)\,K^2$$

is unitary, and $R(a)R(b)=R(a+b)$. In a complete normed algebra the cubic relation also gives $R(a)=e^{aK}$. A single factor of a unitary coupled-cluster state in product form, with one excitation between spin orbitals and one real amplitude, can therefore be applied without truncating an exponential series. A sum of several excitation generators need not satisfy the cubic relation.

## The rotation as a polynomial in K

The algebra `A` is a ring with real scalars, not assumed commutative. Operators on a complex space are included, since a complex algebra is also a real one. The star and the norm enter only where they are needed.

```lean
import Mathlib

open Matrix

/-! Closed-form rotations, with anti-Hermitian generators built from excitation operators.
Scalars are real, since the angles are; every complex star-algebra is also a real one. -/

noncomputable section

namespace ExcitationRotation

section Algebraic

variable {A : Type*} [Ring A] [Algebra ℝ A]
```

The rotation is defined by its quadratic formula, so no convergence question arises. In Lean, `•` multiplies an algebra element by a real number.

```lean
/-- The closed-form rotation `1 + sin(a) K + (1 - cos(a)) K²` with generator `K` and angle `a`. -/
def rotation (K : A) (a : ℝ) : A :=
  1 + Real.sin a • K + (1 - Real.cos a) • K ^ 2
```

At $a=0$ the sine and $1-\cos a$ both vanish, which leaves $R(0)=1$.

```lean
/-- The rotation through angle zero is the identity. -/
theorem rotation_zero (K : A) : rotation K 0 = 1 := by
  simp [rotation]
```

## Adding angles

Write $s=\sin a$, $c=1-\cos a$, $s'=\sin b$ and $c'=1-\cos b$. Expanding the product gives

$$R(a)R(b)=1+(s+s')K+(c+c'+ss')K^2+(sc'+cs')K^3+cc'K^4 .$$

The cubic relation gives $K^3=-K$ and $K^4=-K^2$. The coefficient of $K$ becomes

$$s+s'-sc'-cs'=\sin a\cos b+\cos a\sin b=\sin(a+b),$$

and that of $K^2$ becomes

$$c+c'+ss'-cc'=1-\cos a\cos b+\sin a\sin b=1-\cos(a+b).$$

In the proof, `h2` to `h4` are the reductions of powers, `simp only` expands the product with them, and `module` compares the coefficients.

```lean
/-- If `K³ = -K`, successive rotations with generator `K` compose by adding their angles. -/
theorem rotation_mul {K : A} (hK : K ^ 3 = -K) (a b : ℝ) :
    rotation K a * rotation K b = rotation K (a + b) := by
  -- every power of K reduces to K or K²
  have h2 : K * K = K ^ 2 := (pow_two K).symm
  have h3 : K * K ^ 2 = -K := by rw [← pow_succ', hK]
  have h3' : K ^ 2 * K = -K := by rw [← pow_succ, hK]
  have h4 : K ^ 2 * K ^ 2 = -K ^ 2 := by
    calc K ^ 2 * K ^ 2 = K * (K * K ^ 2) := by noncomm_ring
      _ = -K ^ 2 := by rw [h3, mul_neg, h2]
  unfold rotation
  rw [Real.sin_add, Real.cos_add]
  simp only [add_mul, mul_add, one_mul, mul_one, smul_mul_assoc, mul_smul_comm,
    h2, h3, h3', h4]
  module
```

The same expansion with the opposite sign, $K^3=K$, gives a hyperbolic neighbour: $1+\sinh(a)K+(\cosh a-1)K^2$ also composes by adding angles. For Hermitian $K$ this is an imaginary-time factor, in general not unitary.

The cubic relation is also necessary for the composition law. At quarter turns $R(\pm\pi/2)=1\pm K+K^2$. If angles add, the squares of these two elements are $R(\pi)$ and $R(-\pi)$, which are equal because $\sin(\pm\pi)=0$ and the cosine is even. Hence

$$0=(1+K+K^2)^2-(1-K+K^2)^2=4(K^3+K),$$

and division by 4 gives $K^3=-K$. The theorem states the equivalence for the law at all pairs of angles. In its proof `e1` and `e2` are the quarter turns, `e3` equates the half turns, and `h4` is the displayed difference.

```lean
/-- The rotations with generator `K` compose by adding angles, for all pairs of angles,
exactly when `K³ = -K`. -/
theorem rotation_mul_iff (K : A) :
    (∀ a b : ℝ, rotation K a * rotation K b = rotation K (a + b)) ↔ K ^ 3 = -K := by
  refine ⟨fun h => ?_, fun hK => rotation_mul hK⟩
  have e1 : rotation K (Real.pi / 2) = 1 + K + K ^ 2 := by
    rw [rotation, Real.sin_pi_div_two, Real.cos_pi_div_two]
    module
  have e2 : rotation K (-(Real.pi / 2)) = 1 - K + K ^ 2 := by
    rw [rotation, Real.sin_neg, Real.cos_neg, Real.sin_pi_div_two, Real.cos_pi_div_two]
    module
  -- half turns in the two senses coincide
  have e3 : rotation K (Real.pi / 2 + Real.pi / 2)
      = rotation K (-(Real.pi / 2) + -(Real.pi / 2)) := by
    rw [← neg_add, add_halves, rotation, rotation, Real.sin_neg, Real.cos_neg,
      Real.sin_pi, neg_zero]
  rw [← h, ← h, e1, e2] at e3
  have h4 : (4 : ℝ) • (K ^ 3 + K) = 0 := by
    calc (4 : ℝ) • (K ^ 3 + K)
        = (K ^ 3 + K) + (K ^ 3 + K) + (K ^ 3 + K) + (K ^ 3 + K) := by module
      _ = (1 + K + K ^ 2) * (1 + K + K ^ 2) - (1 - K + K ^ 2) * (1 - K + K ^ 2) := by
          noncomm_ring
      _ = 0 := sub_eq_zero.mpr e3
  have h1 : K ^ 3 + K = 0 := by
    calc K ^ 3 + K = (1 / 4 : ℝ) • ((4 : ℝ) • (K ^ 3 + K)) := by module
      _ = 0 := by rw [h4, smul_zero]
  exact eq_neg_of_add_eq_zero_left h1
```

## Unitarity from the reversed angle

Now let the algebra have an adjoint, written `star`, which reverses products. The assumption `StarModule ℝ A` says that real scalars pass through it unchanged. Since $K^\dagger=-K$, we have $(K^2)^\dagger=K^2$, and so

$$R(a)^\dagger=1-\sin(a)K+(1-\cos a)K^2=R(-a).$$

The composition law then gives $R(a)^\dagger R(a)=R(0)=1$, and likewise in the other order. Both orders are stated, because in infinite dimension one does not imply the other. The proof establishes the adjoint formula as `hstar` and then uses `rotation_mul` once for each order; a third use supplies the composition law in the statement.

Without $K^\dagger=-K$ the angles still add, but unitarity can fail. Take

$$K=\begin{pmatrix}0&-2\\ \tfrac12&0\end{pmatrix},\qquad K^2=-1 .$$

Then $K^3=-K$ and $R(\pi/2)=K$, whose columns have lengths $\tfrac12$ and $2$.

```lean
variable [StarRing A]

/-- If `K` is anti-self-adjoint and `K³ = -K`, each rotation with generator `K` is unitary,
and successive rotations add their angles. -/
theorem rotation_unitary_group [StarModule ℝ A] {K : A} (hs : star K = -K)
    (hK : K ^ 3 = -K) (a b : ℝ) :
    (star (rotation K a) * rotation K a = 1 ∧ rotation K a * star (rotation K a) = 1) ∧
      rotation K a * rotation K b = rotation K (a + b) := by
  -- the adjoint reverses the angle
  have hstar : star (rotation K a) = rotation K (-a) := by
    simp only [rotation, star_add, star_one, star_smul, star_pow, hs, star_trivial,
      neg_sq, Real.sin_neg, Real.cos_neg, smul_neg, neg_smul]
  refine ⟨⟨?_, ?_⟩, rotation_mul hK a b⟩
  · rw [hstar, rotation_mul hK, neg_add_cancel, rotation_zero]
  · rw [hstar, rotation_mul hK, add_neg_cancel, rotation_zero]
```

## Generators built from excitations

Let $T$ be an excitation operator. Its anti-Hermitian generator is $K=T-T^\dagger$, excitation minus de-excitation.

```lean
omit [Algebra ℝ A] in
/-- The generator `T - T†` built from an excitation operator `T`. -/
def generator (T : A) : A := T - star T
```

Two conditions are placed on $T$. The first, $T^2=0$, says that the same excitation cannot be made twice in succession. The second, $TT^\dagger T=T$, says, for a bounded operator on a Hilbert space, that $T$ preserves lengths on the orthogonal complement of the states it annihilates. A product of fermionic creation operators for empty spin orbitals and annihilation operators for occupied ones, all distinct and taken from one orthonormal set, has both properties; here they are hypotheses on an abstract $T$, and no Fock space is constructed.

Taking adjoints gives $(T^\dagger)^2=0$ and $T^\dagger TT^\dagger=T^\dagger$. Of the eight products in $(T-T^\dagger)^3$, the six with two equal neighbours vanish, so

$$(T-T^\dagger)^3=-TT^\dagger T+T^\dagger TT^\dagger=-(T-T^\dagger).$$

Also $(T-T^\dagger)^\dagger=-(T-T^\dagger)$. Both requirements on $K$ are met. In the proof `hS` and `hQ` are the adjoint relations, and `noncomm_ring` writes out the eight products in order.

```lean
omit [Algebra ℝ A] in
/-- If `T² = 0` and `T T† T = T`, the generator `K = T - T†` is anti-self-adjoint and
satisfies `K³ = -K`. -/
theorem generator_relations {T : A} (hT : T * T = 0) (hP : T * star T * T = T) :
    star (generator T) = -generator T ∧ generator T ^ 3 = -generator T := by
  have hS : star T * star T = 0 := by rw [← star_mul, hT, star_zero]
  have hQ : star T * T * star T = star T := by
    have h := congrArg star hP
    simpa [mul_assoc] using h
  refine ⟨by simp [generator], ?_⟩
  unfold generator
  -- only the two alternating products survive
  calc (T - star T) ^ 3
      = T * T * T - T * T * star T - T * star T * T + T * (star T * star T)
        - star T * (T * T) + star T * T * star T + star T * star T * T
        - star T * star T * star T := by noncomm_ring
    _ = -(T - star T) := by
        simp only [hT, hS, hP, hQ, zero_mul, mul_zero]
        abel
```

## Action on a reference state

Let $\varphi$ be a state with $T^\dagger\varphi=0$, so that there is nothing to de-excite, and $T^\dagger T\varphi=\varphi$, so that exciting and de-exciting returns it. Then $K\varphi=T\varphi$ and

$$K^2\varphi=(T-T^\dagger)T\varphi=T^2\varphi-T^\dagger T\varphi=-\varphi .$$

Inserting these into the formula for $R(a)$ gives

$$R(a)\varphi=\varphi+\sin(a)\,T\varphi-(1-\cos a)\varphi=\cos(a)\,\varphi+\sin(a)\,T\varphi .$$

For a normalised $\varphi$ in a Hilbert space, $T\varphi$ is normalised and orthogonal to $\varphi$, so the excited state carries the weight $\sin^2a$.

In Lean the states form a module `V` on which the algebra acts, with no inner product, and `IsScalarTower ℝ A V` makes the two ways of applying a real scalar agree. The lemmas `h1` and `h2` are the actions of $K$ and $K^2$. The relation $TT^\dagger T=T$ is not required for this formula on a single state. The condition $T^\dagger\varphi=0$ is listed for readability; it follows from the other two, since $T^\dagger\varphi=T^\dagger T^\dagger T\varphi=(T^2)^\dagger T\varphi=0$.

```lean
/-- Let `T² = 0`, and let the state `φ` satisfy `T†φ = 0` and `T†Tφ = φ`. The rotation
generated by `T - T†` takes `φ` to `cos(a) φ + sin(a) Tφ`. -/
theorem rotation_reference {V : Type*} [AddCommGroup V] [Module ℝ V] [Module A V]
    [IsScalarTower ℝ A V] {T : A} {φ : V} (hT : T * T = 0) (h0 : star T • φ = 0)
    (hφ : (star T * T) • φ = φ) (a : ℝ) :
    rotation (generator T) a • φ = Real.cos a • φ + Real.sin a • (T • φ) := by
  have h1 : generator T • φ = T • φ := by rw [generator, sub_smul, h0, sub_zero]
  have h2 : generator T ^ 2 • φ = -φ := by
    rw [pow_two, mul_smul, h1, generator, sub_smul, ← mul_smul, ← mul_smul, hT,
      zero_smul, hφ, zero_sub]
  rw [rotation, add_smul, add_smul, one_smul, smul_assoc, smul_assoc, h1, h2]
  generalize T • φ = ψ
  module

end Algebraic
```

## The exponential

For calculus in the angle, the algebra carries a norm with $\|xy\|\le\|x\|\,\|y\|$. Differentiating the closed formula gives $R'(a)=\cos(a)K+\sin(a)K^2$. On the other side,

$$KR(a)=K+\sin(a)K^2+(1-\cos a)K^3=\cos(a)K+\sin(a)K^2 .$$

So $R'=KR$, an evolution equation with the angle in the place of time. `HasDerivAt` states that the derivative exists and has this value.

```lean
section Exponential

variable {A : Type*} [NormedRing A] [NormedAlgebra ℝ A]

/-- If `K³ = -K`, the rotation obeys the evolution equation `dR/da = K R`. -/
theorem hasDerivAt_rotation {K : A} (hK : K ^ 3 = -K) (a : ℝ) :
    HasDerivAt (fun t : ℝ => rotation K t) (K * rotation K a) a := by
  have h1 : HasDerivAt (fun t : ℝ => Real.sin t • K) (Real.cos a • K) a :=
    (Real.hasDerivAt_sin a).smul_const K
  have h2 : HasDerivAt (fun t : ℝ => (1 - Real.cos t) • K ^ 2) (Real.sin a • K ^ 2) a := by
    have h := ((Real.hasDerivAt_cos a).const_sub 1).smul_const (K ^ 2)
    simpa using h
  refine ((h1.const_add 1).fun_add h2).congr_deriv ?_
  have h3 : K * K ^ 2 = -K := by rw [← pow_succ', hK]
  simp only [rotation, mul_add, mul_one, mul_smul_comm, h3, ← pow_two]
  module
```

To identify $R$ with the exponential, consider $F(t)=e^{tK}R(-t)$. By the product rule,

$$F'(t)=e^{tK}K\,R(-t)-e^{tK}K\,R(-t)=0 .$$

Since $F(0)=1$, we get $e^{aK}R(-a)=1$, and multiplication by $R(a)$ on the right gives $e^{aK}=R(a)$.

Lean writes $R(-t)$ as the rotation with generator $-K$ and angle $t$. The vanishing derivative is `hd`, the constancy of $F$ is `hc`, and the inverse used at the end is `hi`. Completeness of the algebra ensures that the exponential series converges. Matrices and bounded operators on a Hilbert space are covered. The adjoint plays no part in this identity.

```lean
/-- In a complete normed algebra, if `K³ = -K`, the exponential of `a K` equals the
closed-form rotation. -/
theorem exp_eq_rotation [CompleteSpace A] {K : A} (hK : K ^ 3 = -K) (a : ℝ) :
    NormedSpace.exp (a • K) = rotation K a := by
  have hK' : (-K) ^ 3 = -(-K) := by rw [Odd.neg_pow (by decide), hK]
  -- the exponential times the reversed rotation does not change with the angle
  have hd : ∀ t : ℝ, HasDerivAt
      (fun t : ℝ => NormedSpace.exp (t • K) * rotation (-K) t) 0 t := by
    intro t
    have h := (hasDerivAt_exp_smul_const K t).fun_mul (hasDerivAt_rotation hK' t)
    exact h.congr_deriv (by rw [neg_mul, mul_neg, mul_assoc, add_neg_cancel])
  have hc : NormedSpace.exp (a • K) * rotation (-K) a
      = NormedSpace.exp ((0 : ℝ) • K) * rotation (-K) 0 :=
    is_const_of_deriv_eq_zero (fun t => (hd t).differentiableAt) (fun t => (hd t).deriv) a 0
  rw [zero_smul, NormedSpace.exp_zero, rotation_zero, mul_one] at hc
  have hr : rotation (-K) a = rotation K (-a) := by simp [rotation]
  have hi : rotation (-K) a * rotation K a = 1 := by
    rw [hr, rotation_mul hK, neg_add_cancel, rotation_zero]
  calc NormedSpace.exp (a • K)
      = NormedSpace.exp (a • K) * (rotation (-K) a * rotation K a) := by rw [hi, mul_one]
    _ = rotation K a := by rw [← mul_assoc, hc, one_mul]

end Exponential
```

## Three levels, one of them a spectator

Number the basis states $e_0,e_1,e_2$, as the matrix indices run in Lean. Let $T=e_1e_0^\dagger$ take $e_0$ to $e_1$ and annihilate the other two.

```lean
/-- The excitation from the first to the second level of a three-level system. -/
def levelShift : Matrix (Fin 3) (Fin 3) ℂ := !![0, 0, 0; 1, 0, 0; 0, 0, 0]
```

The reference is represented by the projector $P=e_0e_0^\dagger$, whose only non-zero column is $e_0$.

```lean
/-- The projector onto the first level of a three-level system. -/
def groundProjector : Matrix (Fin 3) (Fin 3) ℂ := !![1, 0, 0; 0, 0, 0; 0, 0, 0]
```

Since $T^\dagger=e_0e_1^\dagger$, orthonormality gives

$$T^2=0,\qquad T^\dagger T=P,\qquad TT^\dagger T=TP=T,\qquad T^\dagger P=0,\qquad T^\dagger TP=P .$$

Apart from the auxiliary relation $T^\dagger T=P$, these are the two conditions on the excitation and, with matrices acting on matrices by left multiplication, the two on the reference. The generator and the rotation are

$$K=\begin{pmatrix}0&-1&0\\1&0&0\\0&0&0\end{pmatrix},\qquad
R(a)=\begin{pmatrix}\cos a&-\sin a&0\\ \sin a&\cos a&0\\0&0&1\end{pmatrix}.$$

The spectator $e_2$ shows the role of the $K^2$ term: $-K^2$ projects onto the two active levels, and $R(a)$ leaves the third alone. The shorter formula $\cos a+\sin(a)K$ would multiply $e_2$ by $\cos a$.

The theorem checks the four relations for $T$ and $P$. Its proof first computes $T^\dagger$ and then compares the matrices entry by entry.

```lean
/-- The three-level excitation `T` satisfies `T² = 0` and `T T† T = T`, and the projector `P`
onto the first level satisfies `T†P = 0` and `T†TP = P`. -/
theorem excitation_witness :
    levelShift * levelShift = 0 ∧ levelShift * star levelShift * levelShift = levelShift ∧
      star levelShift * groundProjector = 0 ∧
      star levelShift * levelShift * groundProjector = groundProjector := by
  -- the adjoint is the de-excitation from the second level to the first
  have hs : star levelShift = !![0, 1, 0; 0, 0, 0; 0, 0, 0] := by
    ext i j
    fin_cases i <;> fin_cases j <;> simp [levelShift, Matrix.star_apply]
  rw [hs]
  refine ⟨?_, ?_, ?_, ?_⟩ <;> ext i j <;> fin_cases i <;> fin_cases j <;>
    simp [levelShift, groundProjector, Matrix.mul_apply, Fin.sum_univ_succ]

end ExcitationRotation
```

```lean
#print axioms ExcitationRotation.rotation_unitary_group
-- 'ExcitationRotation.rotation_unitary_group' depends on axioms: [propext, Classical.choice, Quot.sound]
#print axioms ExcitationRotation.generator_relations
-- 'ExcitationRotation.generator_relations' depends on axioms: [propext, Classical.choice, Quot.sound]
#print axioms ExcitationRotation.rotation_reference
-- 'ExcitationRotation.rotation_reference' depends on axioms: [propext, Classical.choice, Quot.sound]
#print axioms ExcitationRotation.exp_eq_rotation
-- 'ExcitationRotation.exp_eq_rotation' depends on axioms: [propext, Classical.choice, Quot.sound]
```
